# The character summed over conjugacy classes is the dimension of a space of covariant functions

For a complex \(n\times n\) matrix representation \(D\) of a finite group \(G\), the sum of the character \(\chi(g)=\operatorname{tr}D(g)\) over the conjugacy classes, each counted once, equals the dimension of the space of functions \(F:G\to\mathbb C^n\) with \(F(hgh^{-1})=D(h)F(g)\) for all \(g,h\in G\). The row sums of a character table are therefore nonnegative integers, even where single entries are negative, irrational or complex.

```lean
import Mathlib

open scoped Matrix Classical

namespace CharacterRowSum

noncomputable section

variable {G : Type*} [Group G] [Fintype G] {n : ℕ}

/-- The character of a matrix representation as a function on conjugacy classes. -/
def classCharacter (D : G →* Matrix (Fin n) (Fin n) ℂ) : ConjClasses G → ℂ :=
  Quotient.lift (fun g => (D g).trace) (by
    intro a b hab
    obtain ⟨c, hc⟩ := isConj_iff.1 (show IsConj a b from hab)
    rw [← hc, map_mul, Matrix.trace_mul_comm, ← map_mul]
    congr 2
    group)

/-- The character of a matrix representation summed over the conjugacy classes, each class counted
once. For an irreducible `D` this is a row sum of the character table. -/
def rowSum (D : G →* Matrix (Fin n) (Fin n) ℂ) : ℂ :=
  ∑ c : ConjClasses G, classCharacter D c

/-- The functions that attach a vector `F g` to each group element `g` and satisfy
`F (h g h⁻¹) = D h (F g)`. -/
def covariantFunctions (D : G →* Matrix (Fin n) (Fin n) ℂ) :
    Submodule ℂ (G → Fin n → ℂ) where
  carrier := {F | ∀ h g, F (h * g * h⁻¹) = D h *ᵥ F g}
  add_mem' := by
    intro E F hE hF h g
    rw [Pi.add_apply, Pi.add_apply, hE h g, hF h g, Matrix.mulVec_add]
  zero_mem' := by
    intro h g
    rw [Pi.zero_apply, Pi.zero_apply, Matrix.mulVec_zero]
  smul_mem' := by
    intro c F hF h g
    rw [Pi.smul_apply, Pi.smul_apply, hF h g, Matrix.mulVec_smul]

/-- The action of a group element `h` on vector-valued functions on the group:
`F` becomes `g ↦ D h (F (h⁻¹ g h))`. -/
def transport (D : G →* Matrix (Fin n) (Fin n) ℂ) (h : G) :
    (G → Fin n → ℂ) →ₗ[ℂ] (G → Fin n → ℂ) where
  toFun F := fun g => D h *ᵥ F (h⁻¹ * g * h)
  map_add' E F := by
    funext g
    exact Matrix.mulVec_add _ _ _
  map_smul' c F := by
    funext g
    change D h *ᵥ (c • F (h⁻¹ * g * h)) = c • (D h *ᵥ F (h⁻¹ * g * h))
    rw [Matrix.mulVec_smul]

/-- The average of the transport operators over the group. -/
def average (D : G →* Matrix (Fin n) (Fin n) ℂ) :
    (G → Fin n → ℂ) →ₗ[ℂ] (G → Fin n → ℂ) :=
  (Fintype.card G : ℂ)⁻¹ • ∑ h, transport D h

/-- The number of group elements that commute with `h`. -/
def centralizerOrder (h : G) : ℕ :=
  (Finset.univ.filter fun g : G => g * h = h * g).card

/-- The centralizer orders of the members of one conjugacy class add up to the order of
the group. -/
theorem sum_centralizerOrder (r : G) :
    ∑ h ∈ Finset.univ.filter (fun h : G => ConjClasses.mk h = ConjClasses.mk r),
      centralizerOrder h = Fintype.card G := by
  -- the centralizer of `h` is as large as the set of `k` carrying `r` to `h`
  have key : ∀ h ∈ Finset.univ.filter (fun h : G => ConjClasses.mk h = ConjClasses.mk r),
      centralizerOrder h = ∑ k : G, if k * r * k⁻¹ = h then 1 else 0 := by
    intro h hh
    obtain ⟨a, ha⟩ := isConj_iff.1
      (ConjClasses.mk_eq_mk_iff_isConj.1 (Finset.mem_filter.1 hh).2.symm)
    rw [centralizerOrder, Finset.card_filter]
    refine Fintype.sum_equiv (Equiv.mulRight a) _ _ fun g => ?_
    have e : g * a * r * (g * a)⁻¹ = g * h * g⁻¹ := by
      rw [← ha]
      group
    have iff : (g * h = h * g) ↔ (g * a * r * (g * a)⁻¹ = h) := by
      rw [e, mul_inv_eq_iff_eq_mul]
    exact if_congr iff rfl rfl
  rw [Finset.sum_congr rfl key, Finset.sum_comm]
  -- every `k` carries `r` to exactly one member of the class
  have one : ∀ k : G,
      ∑ h ∈ Finset.univ.filter (fun h : G => ConjClasses.mk h = ConjClasses.mk r),
        (if k * r * k⁻¹ = h then 1 else 0) = 1 := by
    intro k
    have hk : k * r * k⁻¹ ∈
        Finset.univ.filter (fun h : G => ConjClasses.mk h = ConjClasses.mk r) :=
      Finset.mem_filter.2 ⟨Finset.mem_univ _,
        (ConjClasses.mk_eq_mk_iff_isConj.2 (isConj_iff.2 ⟨k, rfl⟩)).symm⟩
    rw [Finset.sum_ite_eq, if_pos hk]
  rw [Finset.sum_congr rfl fun k _ => one k, Finset.sum_const, Finset.card_univ,
    smul_eq_mul, mul_one]

/-- The character summed over the group with centralizer orders as weights is the order of
the group times the row sum. -/
theorem sum_centralizerOrder_mul_character (D : G →* Matrix (Fin n) (Fin n) ℂ) :
    ∑ h, (centralizerOrder h : ℂ) * (D h).trace = Fintype.card G * rowSum D := by
  rw [← Finset.sum_fiberwise Finset.univ (ConjClasses.mk : G → ConjClasses G), rowSum,
    Finset.mul_sum]
  refine Finset.sum_congr rfl fun c _ => ?_
  obtain ⟨r, rfl⟩ := ConjClasses.exists_rep c
  rw [← sum_centralizerOrder r, Nat.cast_sum, Finset.sum_mul]
  refine Finset.sum_congr rfl fun h hh => ?_
  rw [← (Finset.mem_filter.1 hh).2]
  rfl

/-- The trace of the transport operator of `h` is the character of `h` times the number of
group elements commuting with `h`. -/
theorem trace_transport (D : G →* Matrix (Fin n) (Fin n) ℂ) (h : G) :
    LinearMap.trace ℂ _ (transport D h) = centralizerOrder h * (D h).trace := by
  let b := Pi.basis fun _ : G => Pi.basisFun ℂ (Fin n)
  have key : ∀ g i, Matrix.diag (LinearMap.toMatrix b b (transport D h)) ⟨g, i⟩ =
      if g * h = h * g then D h i i else 0 := by
    intro g i
    rw [Matrix.diag_apply, LinearMap.toMatrix_apply, Pi.basis_repr, Pi.basis_apply,
      Pi.basisFun_repr, Pi.basisFun_apply]
    change (D h *ᵥ (Pi.single g (Pi.single i 1) : G → Fin n → ℂ) (h⁻¹ * g * h)) i = _
    by_cases c : g * h = h * g
    · have e : h⁻¹ * g * h = g := by rw [mul_assoc, c, inv_mul_cancel_left]
      rw [e, Pi.single_eq_same, if_pos c]
      simp
    · have e : h⁻¹ * g * h ≠ g := fun e => c (by
        rwa [mul_assoc, inv_mul_eq_iff_eq_mul] at e)
      rw [Pi.single_eq_of_ne e, if_neg c, Matrix.mulVec_zero, Pi.zero_apply]
  have inner_sum : ∀ g : G, (∑ i, if g * h = h * g then D h i i else 0) =
      if g * h = h * g then (D h).trace else 0 := by
    intro g
    split_ifs <;> simp [Matrix.trace]
  rw [LinearMap.trace_eq_matrix_trace ℂ b, Matrix.trace, Fintype.sum_sigma]
  simp only [key, inner_sum]
  rw [← Finset.sum_filter, Finset.sum_const, nsmul_eq_mul, centralizerOrder]

/-- The group average of the transport operators is a projector onto the covariant
functions. -/
theorem average_isProj (D : G →* Matrix (Fin n) (Fin n) ℂ) :
    LinearMap.IsProj (covariantFunctions D) (average D) := by
  have app : ∀ F g, average D F g =
      (Fintype.card G : ℂ)⁻¹ • ∑ h, D h *ᵥ F (h⁻¹ * g * h) := by
    intro F g
    simp [average, transport, LinearMap.sum_apply, Finset.sum_apply]
  constructor
  · intro F k g
    have hs : D k *ᵥ (∑ h, D h *ᵥ F (h⁻¹ * g * h)) =
        ∑ h, D k *ᵥ (D h *ᵥ F (h⁻¹ * g * h)) := map_sum (D k).mulVecLin _ _
    rw [app, app, Matrix.mulVec_smul, hs]
    congr 1
    symm
    -- relabel the summation by `h ↦ k h`
    refine Fintype.sum_equiv (Equiv.mulLeft k) _ _ fun h => ?_
    change D k *ᵥ (D h *ᵥ F (h⁻¹ * g * h)) =
      D (k * h) *ᵥ F ((k * h)⁻¹ * (k * g * k⁻¹) * (k * h))
    have e : (k * h)⁻¹ * (k * g * k⁻¹) * (k * h) = h⁻¹ * g * h := by group
    rw [e, map_mul, Matrix.mulVec_mulVec]
  · intro F hF
    funext g
    have fixed : ∀ h, D h *ᵥ F (h⁻¹ * g * h) = F g := by
      intro h
      rw [← hF h (h⁻¹ * g * h)]
      congr 1
      group
    rw [app, Finset.sum_congr rfl fun h _ => fixed h, Finset.sum_const, Finset.card_univ,
      ← Nat.cast_smul_eq_nsmul ℂ, smul_smul,
      inv_mul_cancel₀ (Nat.cast_ne_zero.2 Fintype.card_ne_zero), one_smul]

/-- The character summed over conjugacy classes, each counted once, is the dimension of the
space of functions with `F (h g h⁻¹) = D h (F g)`. -/
theorem rowSum_eq_finrank (D : G →* Matrix (Fin n) (Fin n) ℂ) :
    rowSum D = (Module.finrank ℂ (covariantFunctions D) : ℂ) := by
  have card_ne : (Fintype.card G : ℂ) ≠ 0 := Nat.cast_ne_zero.2 Fintype.card_ne_zero
  -- the dimension is the trace of the projector
  rw [← (average_isProj D).trace, average, map_smul, map_sum,
    Finset.sum_congr rfl fun h _ => trace_transport D h,
    sum_centralizerOrder_mul_character, smul_eq_mul, inv_mul_cancel_left₀ card_ne]

/-- For every matrix representation of a finite group, the character summed over the conjugacy
classes, each counted once, is a nonnegative integer. -/
theorem rowSum_is_natural (D : G →* Matrix (Fin n) (Fin n) ℂ) :
    ∃ m : ℕ, rowSum D = m :=
  ⟨_, rowSum_eq_finrank D⟩

omit [Fintype G] in
/-- The vector `F g` that a covariant function attaches to a group element `g` is left fixed by the
matrix `D g`. -/
theorem covariant_fixed (D : G →* Matrix (Fin n) (Fin n) ℂ) {F : G → Fin n → ℂ}
    (hF : F ∈ covariantFunctions D) (g : G) : D g *ᵥ F g = F g := by
  rw [← hF g g, mul_inv_cancel_right]

/-- If an element commuting with the whole group is represented by a scalar other than 1,
the row sum vanishes. -/
theorem rowSum_eq_zero_of_central (D : G →* Matrix (Fin n) (Fin n) ℂ) (z : G) (c : ℂ)
    (hz : ∀ g, z * g = g * z) (hD : D z = c • 1) (hc : c ≠ 1) : rowSum D = 0 := by
  have bot : covariantFunctions D = ⊥ := by
    rw [Submodule.eq_bot_iff]
    intro F hF
    funext g
    -- conjugation by `z` does nothing, so `F g = c F g`
    have e := hF z g
    rw [hz g, mul_inv_cancel_right, hD, Matrix.smul_mulVec, Matrix.one_mulVec] at e
    have e' : (c - 1) • F g = 0 := by rw [sub_smul, one_smul, ← e, sub_self]
    exact (smul_eq_zero.1 e').resolve_left (sub_ne_zero.2 hc)
  rw [rowSum_eq_finrank, bot, finrank_bot, Nat.cast_zero]

end

end CharacterRowSum
```

```lean
#print axioms CharacterRowSum.rowSum_eq_finrank
#print axioms CharacterRowSum.rowSum_is_natural
#print axioms CharacterRowSum.covariant_fixed
#print axioms CharacterRowSum.rowSum_eq_zero_of_central
```

```
'CharacterRowSum.rowSum_eq_finrank' depends on axioms: [propext, Classical.choice, Quot.sound]
'CharacterRowSum.rowSum_is_natural' depends on axioms: [propext, Classical.choice, Quot.sound]
'CharacterRowSum.covariant_fixed' depends on axioms: [propext, Classical.choice, Quot.sound]
'CharacterRowSum.rowSum_eq_zero_of_central' depends on axioms: [propext, Classical.choice, Quot.sound]
```

## What a row sum counts

The familiar sum over a row of a point-group character table weights each class by its number of operations. Divided by the order of the group, it gives the number of independent invariant vectors in the representation. Adding the printed entries without weights gives in general another number, and the question is what that number counts.

It counts the independent ways to attach a vector to every symmetry operation consistently. If \(h\) turns the operation \(g\) into the equivalent operation \(hgh^{-1}\), then the vector attached to \(g\) must be carried along by \(D(h)\). Setting \(h=g\) gives \(F(g)=D(g)F(g)\), so each operation leaves its own vector fixed. For ordinary vectors in space, a rotation other than the identity can only receive a vector along its axis, and a reflection only one in its mirror plane. The vectors on different members of a class are linked as well.

For finite point groups and double groups, this gives a necessary condition on the character tables used to label orbitals, vibrations and spin–orbit levels: if the table has one column for every class, a row whose exact unweighted sum is not a nonnegative integer contains an error. The test does not apply to abridged double-group tables that leave out the columns of operations combined with the rotation by \(2\pi\).

## The statements in Lean

The representation is `D : G →* Matrix (Fin n) (Fin n) ℂ`, a map with \(D(1)=1\) and \(D(gh)=D(g)D(h)\). Neither unitarity nor irreducibility is assumed. The name `rowSum` is thus broader than textbook use, since for a reducible \(D\) the sum belongs to a compound character and not to a row of the irreducible table.

`ConjClasses G` is the type of conjugacy classes, and `classCharacter D` is the character as a function on it. The definition includes a proof that equivalent operations have equal traces, which follows from the cyclic property of the trace. No class representatives have to be chosen.

`covariantFunctions D` is the space of functions \(F\) described above, as a subspace of all functions `G → Fin n → ℂ`. The main theorem, `rowSum_eq_finrank`, equates the complex number `rowSum D` with the dimension of this subspace. `rowSum_is_natural` keeps only the consequence that the sum is a natural number, zero included.

`covariant_fixed` is the relation \(D(g)F(g)=F(g)\), and it holds for infinite groups too. `rowSum_eq_zero_of_central` says that the row sum vanishes if an element \(z\) commuting with the whole group is represented by \(c\,\mathbb 1\) with \(c\neq1\). Inversion in an odd representation is such an element, and so is the rotation by \(2\pi\) in a spinor representation of a double group; both have \(c=-1\).

The step from here to a printed table is the assumption that its row really is the trace of a representation of the group in question. The theorems start from the matrices, not from a list of numbers. Continuous groups such as \(C_{\infty v}\) are excluded by the finiteness of \(G\).

## Averaging gives a projector

Let each \(h\in G\) act on all functions \(F:G\to\mathbb C^n\) by

\[
(T_hF)(g)=D(h)\,F(h^{-1}gh),
\]

and let \(P=|G|^{-1}\sum_h T_h\), where \(|G|\) is the order of the group. In Lean these are `transport D h` and `average D`.

The function \(PF\) is always covariant. For \(k\in G\), relabel the summation variable as \(kh\):

\[
\begin{aligned}
(PF)(kgk^{-1})&=\frac1{|G|}\sum_h D(kh)\,F\big((kh)^{-1}kgk^{-1}(kh)\big)\\
&=D(k)\,\frac1{|G|}\sum_h D(h)\,F(h^{-1}gh)=D(k)\,(PF)(g).
\end{aligned}
\]

If \(F\) is already covariant, every term of the average equals \(F(g)\), because

\[
D(h)F(h^{-1}gh)=F(h\,h^{-1}gh\,h^{-1})=F(g),
\]

and so \(PF=F\). Hence \(P\) is a projector onto the covariant functions. Its eigenvalues are 1 on that space and 0 on its kernel, so \(\operatorname{tr}P\) is the dimension sought.

`average_isProj` proves these two properties in this order. The relabelling is `Equiv.mulLeft k`, and the intermediate fact `fixed` is the last displayed equation.

## The trace of one operator

Take the basis functions \(e_{g,i}\) that have the unit vector \(e_i\) at \(g\) and zero elsewhere. The diagonal matrix element of \(T_h\) belonging to \(e_{g,i}\) is the \(i\)-th component of

\[
(T_he_{g,i})(g)=D(h)\,e_{g,i}(h^{-1}gh).
\]

This is zero unless \(h^{-1}gh=g\), that is, unless \(gh=hg\). In that case it is \(D(h)_{ii}\). Let \(N(h)\) be the number of elements \(g\) that commute with \(h\). Summing over \(i\) and \(g\) gives

\[
\operatorname{tr}T_h=N(h)\,\chi(h).
\]

This is `trace_transport`, with \(N(h)\) written `centralizerOrder h`. Its intermediate fact `key` computes the diagonal element by separating the commuting and non-commuting cases, and `inner_sum` carries out the sum over \(i\).

## Centralizer orders add up to the group order

Fix a member \(r\) of a class \(C\), and let \(h=ara^{-1}\) be any member. Every \(k\in G\) can be written uniquely as \(k=ga\), and then

\[
krk^{-1}=g\,ara^{-1}g^{-1}=ghg^{-1}.
\]

This equals \(h\) exactly when \(g\) commutes with \(h\). So \(N(h)\) is also the number of elements \(k\) that carry \(r\) to \(h\). Each \(k\) carries \(r\) to exactly one member of the class, and therefore

\[
\sum_{h\in C}N(h)=|G|.
\]

In `sum_centralizerOrder`, the first count is `key`, with the substitution \(k=ga\) supplied by `Equiv.mulRight a`. After the two sums are exchanged, `one` expresses that each \(k\) is counted once.

Since \(\chi\) has a constant value \(\chi(C)\) on each class,

\[
\sum_h N(h)\chi(h)=\sum_C\chi(C)\sum_{h\in C}N(h)=|G|\sum_C\chi(C).
\]

`sum_centralizerOrder_mul_character` proves this by splitting the sum over the group into classes with `Finset.sum_fiberwise`.

## From the trace to the row sum

Together the three results give

\[
\dim\{F\}=\operatorname{tr}P=\frac1{|G|}\sum_h N(h)\chi(h)=\sum_C\chi(C),
\]

where \(\{F\}\) is the space of covariant functions. The proof of `rowSum_eq_finrank` is this chain: it replaces the dimension by the trace of the projector, inserts the trace of each operator and the weighted sum, and cancels \(|G|\).

For the vanishing rule, let \(z\) be the central element with \(D(z)=c\,\mathbb 1\). Conjugation by \(z\) changes nothing, so

\[
F(g)=F(zgz^{-1})=D(z)F(g)=c\,F(g).
\]

Thus \((c-1)F(g)=0\), and \(c\ne1\) forces \(F(g)=0\) for every \(g\). The space contains only the zero function, and the main theorem turns its dimension into the row sum.

## The groups of order one and two

If \(G\) contains only the identity, there is one class with character \(n\). The covariance condition is then empty, and \(F\) is a single arbitrary vector in \(\mathbb C^n\), so the dimension is also \(n\). This includes \(n=0\), where both sides vanish.

The group \(C_i\), made of the identity and inversion, has two classes of one element each. Its even one-dimensional representation has row sum \(1+1=2\), and \(F\) consists of two arbitrary numbers. The odd one has row sum \(1-1=0\), and the condition \(F(g)=-F(g)\) leaves only \(F=0\).
